# Eta pairing in the Hubbard model with real hopping between sites of opposite sign

On a finite set of sites, let $H$ be the Hubbard Hamiltonian with real symmetric hopping $t_{ij}$, on-site interaction $U$ and chemical potential $\mu$. Give each site a sign $s_i=\pm1$, and suppose that $t_{ij}=0$ whenever $s_i=s_j$. Then

$$[H,\eta^\dagger]=(U-2\mu)\,\eta^\dagger,\qquad \eta^\dagger=\sum_i s_i\,c^\dagger_{i\uparrow}c^\dagger_{i\downarrow}.$$

Here $c^\dagger_{i\sigma}$ creates an electron of spin $\sigma$ on site $i$, and $c_{i\sigma}$ removes it. The physical question is what one more on-site pair costs when electrons both hop and repel each other. If the pair is added to an energy eigenstate in the superposition $\eta^\dagger$, and the resulting state is not zero, the cost is $U-2\mu$, whatever the hopping strengths.

The condition on $t$ describes a bipartite lattice: the sign labels the sublattice, and electrons hop only from one sublattice to the other. It also forces $t_{ii}=0$, so the energy of a single electron on a site is $-\mu$, the same everywhere. Three sites joined by three nonzero hoppings admit no such choice of signs.

For a finite bipartite cluster with real hopping, the relation links exact many-electron levels in sectors that differ by one pair, which can be compared with the output of an exact diagonalisation.

## From the anticommutators to the pair energy

Write $p,q,r$ for modes, each a site with a spin. The canonical relations are $\{c_p,c_q\}=\{c^\dagger_p,c^\dagger_q\}=0$ and $\{c_p,c^\dagger_q\}=\delta_{pq}$. The Hamiltonian is

$$H=\sum_{ij}t_{ij}T_{ij}+U\sum_i n_{i\uparrow}n_{i\downarrow}-\mu\sum_iT_{ii},\qquad T_{ij}=\sum_\sigma c^\dagger_{i\sigma}c_{j\sigma},$$

with $n_{i\sigma}=c^\dagger_{i\sigma}c_{i\sigma}$. The first sum runs over ordered pairs, so each bond appears once in each direction. Many textbooks write the hopping term with a minus sign, which here is absorbed into $t_{ij}$.

**One creator.** Adding and subtracting $c^\dagger_pc^\dagger_rc_q$ gives

$$[c^\dagger_pc_q,c^\dagger_r]=c^\dagger_p\{c_q,c^\dagger_r\}-\{c^\dagger_p,c^\dagger_r\}c_q=\delta_{qr}c^\dagger_p.$$

**Hopping and a pair.** Let $P_k=c^\dagger_{k\uparrow}c^\dagger_{k\downarrow}$. By the Leibniz rule, each creator in $P_k$ is replaced in turn:

$$[T_{ij},P_k]=\delta_{jk}\left(c^\dagger_{i\uparrow}c^\dagger_{k\downarrow}+c^\dagger_{k\uparrow}c^\dagger_{i\downarrow}\right).$$

For $i=j$ this is $[T_{ii},P_k]=2\delta_{ik}P_k$: a pair contains two electrons.

**Interaction and a pair.** Since $[n_{i\sigma},P_k]=\delta_{ik}P_k$ for either spin,

$$[n_{i\uparrow}n_{i\downarrow},P_k]=n_{i\uparrow}[n_{i\downarrow},P_k]+[n_{i\uparrow},P_k]n_{i\downarrow}=\delta_{ik}\left(n_{i\uparrow}P_i+P_in_{i\downarrow}\right).$$

The Pauli principle, $(c^\dagger_p)^2=0$, settles both terms:

$$n_{i\uparrow}P_i=c^\dagger_{i\uparrow}(1-c^\dagger_{i\uparrow}c_{i\uparrow})c^\dagger_{i\downarrow}=P_i,\qquad P_in_{i\downarrow}=c^\dagger_{i\uparrow}(c^\dagger_{i\downarrow})^2c_{i\downarrow}=0.$$

The commutator is therefore $\delta_{ik}P_k$.

**Sum over sites.** The interaction contributes $U\eta^\dagger$ and the chemical potential $-2\mu\eta^\dagger$. The hopping contributes

$$\sum_{ij}t_{ij}s_j\left(c^\dagger_{i\uparrow}c^\dagger_{j\downarrow}+c^\dagger_{j\uparrow}c^\dagger_{i\downarrow}\right)=\sum_{ij}t_{ij}(s_i+s_j)\,c^\dagger_{i\uparrow}c^\dagger_{j\downarrow},$$

where the second term has had $i$ and $j$ exchanged and $t_{ji}=t_{ij}$ used. If $s_i=s_j$, then $t_{ij}=0$; otherwise $s_i+s_j=0$. Every coefficient vanishes, which proves the relation.

**Repeated pairs.** Let $H\psi=E\psi$, and suppose that $(\eta^\dagger)^n\psi$ satisfies the eigenvalue equation with energy $E_n=E+n(U-2\mu)$. Then

$$H(\eta^\dagger)^{n+1}\psi=\eta^\dagger H(\eta^\dagger)^n\psi+(U-2\mu)(\eta^\dagger)^{n+1}\psi=E_{n+1}(\eta^\dagger)^{n+1}\psi.$$

## Modes, Hamiltonian and pair creator in Lean

```lean
import Mathlib

open Finset
open CliffordAlgebra (contractLeft)

namespace HubbardEtaPairing

/-- The two spin projections of an electron. -/
inductive Spin
  | up
  | down
  deriving DecidableEq

open Spin
```

A mode is an element of `S × Spin`, where `S` is the set of sites.

```lean
/-- Canonical anticommutation relations for annihilators `c` and creators `cd`
labelled by site and spin. -/
structure IsCAR {S A : Type*} [DecidableEq S] [Ring A] (c cd : S × Spin → A) : Prop where
  ann : ∀ p q, c p * c q + c q * c p = 0
  cre : ∀ p q, cd p * cd q + cd q * cd p = 0
  mixed : ∀ p q, c p * cd q + cd q * c p = if p = q then 1 else 0
```

The operators are elements of a ring `A`, with `c` for annihilators and `cd` for creators. The three fields are the canonical relations. Nothing here says that `cd p` is the adjoint of `c p`, because the algebra never needs it. To apply the results to electrons, one identifies the two families with adjoint operators on a Hilbert space; that identification is the step the hypotheses leave to the reader.

```lean
/-- Spin-summed transfer of an electron from site `j` to site `i`;
for `i = j` it is the electron number on the site. -/
def hop {S A : Type*} [Ring A] (c cd : S × Spin → A) (i j : S) : A :=
  cd (i, up) * c (j, up) + cd (i, down) * c (j, down)
```

`hop c cd i j` is $T_{ij}$, with the destination written first.

```lean
/-- Hubbard Hamiltonian with hopping amplitudes `t`, on-site interaction `U` and
chemical potential `μ`. -/
def hubbard {S A : Type*} [Fintype S] [Ring A] [Algebra ℝ A] (c cd : S × Spin → A)
    (t : S → S → ℝ) (U μ : ℝ) : A :=
  ∑ i, ∑ j, t i j • hop c cd i j
    + U • ∑ i, cd (i, up) * c (i, up) * (cd (i, down) * c (i, down))
    - μ • ∑ i, hop c cd i i
```

The symbol `•` multiplies an operator by a real number. `A` is a real algebra, and complex operator algebras qualify by restricting their scalars. The parameters `t`, `U` and `μ` are real, so complex hopping phases from a magnetic flux are excluded; the hopping is also the same for both spins, and `U` the same on all sites.

```lean
/-- The operator `η†`, which creates an on-site pair with amplitude `s i` on site `i`. -/
def eta {S A : Type*} [Fintype S] [Ring A] [Algebra ℝ A] (cd : S × Spin → A)
    (s : S → ℝ) : A :=
  ∑ k, s k • (cd (k, up) * cd (k, down))
```

Despite its name, `eta` is the creator $\eta^\dagger$, not $\eta$. Its amplitudes `s` may be any real numbers until signs are imposed.

## Commutators with a single pair

```lean
variable {S A : Type*} [DecidableEq S] [Ring A] {c cd : S × Spin → A}

/-- Commuting `c†_p c_q` with the creator of mode `r` replaces that creator by `c†_p`
if `q = r`, and gives zero otherwise. -/
theorem transfer_comm_creator (h : IsCAR c cd) (p q r : S × Spin) :
    cd p * c q * cd r - cd r * (cd p * c q) = if q = r then cd p else 0 := by
  calc _ = cd p * (c q * cd r + cd r * c q) - (cd p * cd r + cd r * cd p) * c q := by
        noncomm_ring
    _ = _ := by
        rw [h.mixed, h.cre]
        split_ifs <;> simp
```

The `calc` step is the regrouping into two anticommutators, checked by `noncomm_ring`. The canonical relations then evaluate them.

```lean
/-- Leibniz rule: the commutator of `c†_p c_q` with an on-site pair creator is a sum of two terms,
one for each creator of the pair, in which that creator is replaced by `c†_p` if `q` is its mode,
and by zero otherwise. -/
theorem transfer_comm_pair (h : IsCAR c cd) (p q : S × Spin) (k : S) :
    cd p * c q * (cd (k, up) * cd (k, down)) - cd (k, up) * cd (k, down) * (cd p * c q)
      = (if q = (k, up) then cd p else 0) * cd (k, down)
        + cd (k, up) * (if q = (k, down) then cd p else 0) := by
  rw [← transfer_comm_creator h p q (k, up), ← transfer_comm_creator h p q (k, down)]
  noncomm_ring
```

Rewriting from right to left turns each conditional term back into a commutator with one creator. What remains is the Leibniz rule.

```lean
/-- The commutator of `hop c cd i j` with the pair creator of site `k` is zero unless `j = k`; if
`j = k`, it is the sum of the two terms in which one creator of the pair is moved to site `i`. -/
theorem hop_comm_pair (h : IsCAR c cd) (i j k : S) :
    hop c cd i j * (cd (k, up) * cd (k, down)) - cd (k, up) * cd (k, down) * hop c cd i j
      = if j = k then cd (i, up) * cd (k, down) + cd (k, up) * cd (i, down) else 0 := by
  unfold hop
  rw [add_mul, mul_add, add_sub_add_comm, transfer_comm_pair h, transfer_comm_pair h]
  by_cases hjk : j = k <;> simp [hjk]
```

This is $[T_{ij},P_k]$: the two spin terms are separated, the previous lemma is applied to each, and the cases $j=k$ and $j\ne k$ are simplified.

```lean
variable [Algebra ℝ A]

/-- The commutator of the double occupancy of site `i` with the pair creator of site `k`
is that pair creator if `i = k`, and zero otherwise. -/
theorem double_occupancy_comm_pair (h : IsCAR c cd) (i k : S) :
    cd (i, up) * c (i, up) * (cd (i, down) * c (i, down)) * (cd (k, up) * cd (k, down))
      - cd (k, up) * cd (k, down) * (cd (i, up) * c (i, up) * (cd (i, down) * c (i, down)))
      = if i = k then cd (k, up) * cd (k, down) else 0 := by
  -- Pauli principle
  have sq : ∀ p, cd p * cd p = 0 := fun p => by
    calc cd p * cd p = (1 / 2 : ℝ) • (cd p * cd p + cd p * cd p) := by module
      _ = 0 := by rw [h.cre, smul_zero]
  have one : c (i, up) * cd (i, up) + cd (i, up) * c (i, up) = 1 :=
    (h.mixed _ _).trans (if_pos rfl)
  rw [show ∀ a b p : A, a * b * p - p * (a * b) = a * (b * p - p * b) + (a * p - p * a) * b
    from fun a b p => by noncomm_ring, transfer_comm_pair h, transfer_comm_pair h]
  rcases eq_or_ne i k with rfl | hik
  · calc _ = cd (i, up) * c (i, up) * (cd (i, up) * cd (i, down))
          + cd (i, up) * cd (i, down) * (cd (i, down) * c (i, down)) := by simp
      _ = cd (i, up) * (c (i, up) * cd (i, up) + cd (i, up) * c (i, up)) * cd (i, down)
          - cd (i, up) * cd (i, up) * c (i, up) * cd (i, down)
          + cd (i, up) * (cd (i, down) * cd (i, down)) * c (i, down) := by noncomm_ring
      _ = _ := by
        rw [one, sq, sq]
        simp
  · simp [hik]
```

The local fact `sq` is the Pauli principle. The relation `cre` gives only $2(c^\dagger_p)^2=0$, and the real scalars allow division by two. After the Leibniz rule for $n_{i\uparrow}n_{i\downarrow}$, the case $i=k$ moves $c_{i\uparrow}$ past $c^\dagger_{i\uparrow}$ using `one` and removes the squares. For $i\ne k$ both commutators are zero.

## The full commutator and its vanishing remainder

```lean
variable [Fintype S]

/-- For symmetric hopping and arbitrary real pair amplitudes `s`, the commutator of `H` with
`η†` is `(U - 2μ) η†` plus pairs on sites `i`, `j` weighted by `t i j * (s i + s j)`. -/
theorem hubbard_comm_eta_general (h : IsCAR c cd) (t : S → S → ℝ) (s : S → ℝ) (U μ : ℝ)
    (ht : ∀ i j, t i j = t j i) :
    hubbard c cd t U μ * eta cd s - eta cd s * hubbard c cd t U μ
      = (U - 2 * μ) • eta cd s
        + ∑ i, ∑ j, (t i j * (s i + s j)) • (cd (i, up) * cd (j, down)) := by
  -- the commutator with `η†` as a linear map
  obtain ⟨L, hL⟩ : ∃ L : A →ₗ[ℝ] A, ∀ X, L X = X * eta cd s - eta cd s * X :=
    ⟨LinearMap.mulRight ℝ (eta cd s) - LinearMap.mulLeft ℝ (eta cd s), fun _ => rfl⟩
  have hL' : ∀ X, L X = ∑ k, s k •
      (X * (cd (k, up) * cd (k, down)) - cd (k, up) * cd (k, down) * X) := fun X => by
    rw [hL]
    simp only [eta, mul_sum, sum_mul, mul_smul_comm, smul_mul_assoc, smul_sub,
      sum_sub_distrib]
  -- exchange of the site labels in the spin-down part
  have hswap : ∑ i, ∑ j, (t i j * s j) • (cd (j, up) * cd (i, down))
      = ∑ i, ∑ j, (t i j * s i) • (cd (i, up) * cd (j, down)) := by
    rw [sum_comm]
    refine sum_congr rfl fun i _ => sum_congr rfl fun j _ => ?_
    rw [ht j i]
  rw [← hL]
  simp only [hubbard, map_add, map_sub, map_sum, map_smul]
  simp only [hL', hop_comm_pair h, double_occupancy_comm_pair h, smul_ite, smul_zero,
    sum_ite_eq, mem_univ, if_true]
  simp only [smul_add, smul_smul, mul_add, add_smul, sum_add_distrib]
  rw [hswap]
  unfold eta
  module
```

This theorem needs symmetric hopping but no sign condition. It shows which extra pairs can appear when the amplitudes do not fit the lattice: pairs spread over two sites and, if some $t_{ii}\neq0$, on-site pairs.

The map `L` is $X\mapsto[X,\eta^\dagger]$. Being linear, it passes through the sums in $H$, and `hL'` expands it into commutators with single pairs. The earlier lemmas evaluate these, and `sum_ite_eq` carries out the sums over Kronecker deltas. The exchange of $i$ and $j$ is `hswap`, the only place where `ht` is used. Finally, `module` collects the coefficients.

```lean
/-- Eta pairing: for signs `s i = ±1` and symmetric hopping that vanishes between sites of
equal sign, `[H, η†] = (U - 2μ) η†`. -/
theorem hubbard_comm_eta (h : IsCAR c cd) (t : S → S → ℝ) (s : S → ℝ) (U μ : ℝ)
    (ht : ∀ i j, t i j = t j i) (hs : ∀ i, s i = 1 ∨ s i = -1)
    (hts : ∀ i j, s i = s j → t i j = 0) :
    hubbard c cd t U μ * eta cd s - eta cd s * hubbard c cd t U μ
      = (U - 2 * μ) • eta cd s := by
  have hz : ∀ i j, t i j * (s i + s j) = 0 := fun i j => by
    rcases hs i with hi | hi <;> rcases hs j with hj | hj
    · rw [hts i j (hi.trans hj.symm), zero_mul]
    · rw [hi, hj]; ring
    · rw [hi, hj]; ring
    · rw [hts i j (hi.trans hj.symm), zero_mul]
  rw [hubbard_comm_eta_general h t s U μ ht]
  simp only [hz, zero_smul, sum_const_zero, add_zero]
```

The hypotheses `hs` and `hts` say that the amplitudes are signs and that hopping between equal signs vanishes. The auxiliary statement `hz` checks the four sign combinations, after which the remainder is a sum of zeros. At $\mu=U/2$ the right-hand side is zero, and $\eta^\dagger$ commutes with $H$.

## Energies after adding several pairs

```lean
/-- Under the conditions of eta pairing, if `H ψ = E ψ` then `(η†)^n ψ` satisfies the
eigenvalue equation of `H` with energy `E + n (U - 2μ)`. -/
theorem eta_tower {M : Type*} [AddCommGroup M] [Module ℝ M] [Module A M]
    [IsScalarTower ℝ A M] (h : IsCAR c cd) (t : S → S → ℝ) (s : S → ℝ) (U μ E : ℝ)
    (ht : ∀ i j, t i j = t j i) (hs : ∀ i, s i = 1 ∨ s i = -1)
    (hts : ∀ i j, s i = s j → t i j = 0) (ψ : M)
    (hψ : hubbard c cd t U μ • ψ = E • ψ) (n : ℕ) :
    hubbard c cd t U μ • (eta cd s ^ n • ψ)
      = (E + n * (U - 2 * μ)) • (eta cd s ^ n • ψ) := by
  have key : hubbard c cd t U μ * eta cd s
      = eta cd s * hubbard c cd t U μ + (U - 2 * μ) • eta cd s := by
    rw [← hubbard_comm_eta h t s U μ ht hs hts]
    abel
  generalize hubbard c cd t U μ = H at key hψ ⊢
  generalize eta cd s = e at key ⊢
  induction n with
  | zero => simpa using hψ
  | succ n ih =>
    -- each further pair raises the energy by `U - 2μ`
    calc H • (e ^ (n + 1) • ψ) = (H * e) • (e ^ n • ψ) := by
          rw [pow_succ', mul_smul, mul_smul]
      _ = e • (H • (e ^ n • ψ)) + (U - 2 * μ) • (e • (e ^ n • ψ)) := by
          rw [key, add_smul, mul_smul, smul_assoc]
      _ = _ := by
          rw [ih, smul_comm e (E + (n : ℝ) * (U - 2 * μ)), pow_succ', mul_smul, ← add_smul]
          congr 1
          push_cast
          ring
```

Here `M` is the space of states, on which `A` acts, and `E` is real. The induction is the one above: `key` moves $H$ past one factor of $\eta^\dagger$, and `ih` supplies the energy of the previous state.

The theorem states an eigenvalue equation, which the zero vector also satisfies. To obtain an energy level one must know that $(\eta^\dagger)^n\psi\neq0$, and on $N$ sites this fails for every $n>N$, since no site can hold two pairs. Starting from the normalised vacuum $|0\rangle$, where $E=0$, the states with $0\le n\le N$ are nonzero. Their normalised form is

$$\sqrt{\frac{(N-n)!}{N!\,n!}}\,(\eta^\dagger)^n|0\rangle,$$

with energy $n(U-2\mu)$.

## Fock space satisfies the canonical relations

```lean
/-- The exterior algebra of the complex functions on the modes, written as the Clifford algebra of
the zero quadratic form. For finitely many sites it is fermionic Fock space. -/
abbrev Fock (S : Type*) := CliffordAlgebra (0 : QuadraticForm ℂ (S × Spin → ℂ))
```

With a zero quadratic form, the Clifford product is the exterior product, so swapping two mode vectors changes the sign, as fermions require.

```lean
/-- On `Fock S`, contraction with a mode and exterior multiplication by a mode satisfy the canonical
anticommutation relations. -/
theorem isCAR_witness {S : Type*} [DecidableEq S] :
    IsCAR (A := Module.End ℂ (Fock S))
      (fun p : S × Spin => contractLeft (LinearMap.proj p))
      (fun p => LinearMap.mulLeft ℂ (CliffordAlgebra.ι 0 (Pi.single p 1))) where
  ann p q := by
    refine LinearMap.ext fun x => ?_
    change contractLeft (LinearMap.proj p) (contractLeft (LinearMap.proj q) x)
      + contractLeft (LinearMap.proj q) (contractLeft (LinearMap.proj p) x) = 0
    rw [CliffordAlgebra.contractLeft_comm, neg_add_cancel]
  cre p q := by
    refine LinearMap.ext fun x => ?_
    change CliffordAlgebra.ι 0 (Pi.single p 1) * (CliffordAlgebra.ι 0 (Pi.single q 1) * x)
      + CliffordAlgebra.ι 0 (Pi.single q 1) * (CliffordAlgebra.ι 0 (Pi.single p 1) * x) = 0
    rw [← mul_assoc, ← mul_assoc, ← add_mul, CliffordAlgebra.ι_mul_ι_add_swap]
    simp [QuadraticMap.polar]
  mixed p q := by
    refine LinearMap.ext fun x => ?_
    change contractLeft (LinearMap.proj p) (CliffordAlgebra.ι 0 (Pi.single q 1) * x)
      + CliffordAlgebra.ι 0 (Pi.single q 1) * contractLeft (LinearMap.proj p) x
      = (if p = q then (1 : Module.End ℂ (Fock S)) else 0) x
    rw [CliffordAlgebra.contractLeft_ι_mul, sub_add_cancel]
    by_cases hpq : p = q <;> simp [hpq]

end HubbardEtaPairing
```

Creation multiplies a state from the left by a mode vector, and annihilation contracts it with the corresponding coordinate. The first two relations express the antisymmetry of contractions and of exterior products. The mixed one follows from the signed Leibniz rule for contraction, in which the term with the minus sign cancels against the second half of the anticommutator and leaves $\delta_{pq}$. The proof also covers an infinite set of sites, but `Fock S` is then not the physical Fock space, since it is built from all functions on the modes, normalisable or not. The theorems about $H$ take the set of sites to be finite.

```lean
#print axioms HubbardEtaPairing.hubbard_comm_eta
-- 'HubbardEtaPairing.hubbard_comm_eta' depends on axioms: [propext, Classical.choice, Quot.sound]
#print axioms HubbardEtaPairing.eta_tower
-- 'HubbardEtaPairing.eta_tower' depends on axioms: [propext, Classical.choice, Quot.sound]
```
